# A path-integral time step with the potential split between its ends underestimates the harmonic oscillator's zero-point spread

Position averages are defined here as ratios of integrals over the real line with weight ψ², so a real wave function ψ need not be normalised. The system is one particle in one dimension with H = p²/2 + w²x²/2, in units ħ = m = 1. Here w is the angular frequency and t the imaginary-time step, both positive unless stated otherwise.

In Lean 4 with Mathlib:

```lean
import Mathlib

open Real MeasureTheory

namespace PathIntegralZeroPoint

noncomputable section
```

The kernel splits the potential equally between the two ends of a step and omits the free-particle factor 1/√(2πt).

```lean
/-- Symmetric short-time kernel of the oscillator `p²/2 + w²x²/2` (units `ħ = m = 1`), without
the free-particle prefactor, for a time step `t > 0`. -/
def trotterKernel (t w x y : ℝ) : ℝ :=
  Real.exp (-(x - y) ^ 2 / (2 * t) - t * w ^ 2 * (x ^ 2 + y ^ 2) / 4)
```

The candidate eigenfunction is exp(−a x²), where a is `trotterExponent t w`.

```lean
/-- The Gaussian exponent `a = (w/2) √(1 + t²w²/4)` at time step `t`. -/
def trotterExponent (t w : ℝ) : ℝ := w / 2 * Real.sqrt (1 + t ^ 2 * w ^ 2 / 4)

/-- The Gaussian `exp(-a x²)` with the exponent `a` belonging to time step `t`. -/
def trotterState (t w x : ℝ) : ℝ := Real.exp (-trotterExponent t w * x ^ 2)
```

The energy E assigned to it is `trotterEnergy t w`.

```lean
/-- The energy `arsinh(tw/2)/t`, for a time step `t > 0`. -/
def trotterEnergy (t w : ℝ) : ℝ := Real.arsinh (t * w / 2) / t
```

The continuous-time reference is the following Gaussian.

```lean
/-- The Gaussian `exp(-w x²/2)` of the oscillator in continuous time. -/
def exactState (w x : ℝ) : ℝ := Real.exp (-(w / 2) * x ^ 2)
```

The variance is taken about the computed mean, which is not assumed to vanish.

```lean
/-- Mean position in the real wave function `ψ`, for `ψ` square integrable and not zero almost
everywhere, with finite first moment. -/
def positionMean (ψ : ℝ → ℝ) : ℝ := (∫ x, x * ψ x ^ 2) / ∫ x, ψ x ^ 2

/-- Position variance in the real wave function `ψ`, for `ψ` square integrable and not zero
almost everywhere, with finite second moment. -/
def positionVariance (ψ : ℝ → ℝ) : ℝ :=
  (∫ x, (x - positionMean ψ) ^ 2 * ψ x ^ 2) / ∫ x, ψ x ^ 2
```

## (a) Slope of a Gaussian

Show for all real b and x that

d/dx exp(−b x²) = −2b x exp(−b x²).

The inner derivative of −b x² is −2b x, and the chain rule gives the result. `HasDerivAt` states both that the derivative exists and what it is.

```lean
/-- The slope of the Gaussian `exp(-b x²)` is `-2b x exp(-b x²)`. -/
theorem gaussian_hasDerivAt (b x : ℝ) :
    HasDerivAt (fun y : ℝ => Real.exp (-b * y ^ 2))
      (-(2 * b) * (x * Real.exp (-b * x ^ 2))) x := by
  have h2 : HasDerivAt (fun y : ℝ => y ^ 2) (2 * x) x := by
    simpa using hasDerivAt_pow 2 x
  exact (h2.const_mul (-b)).exp.congr_deriv (by ring)
```

## (b) The continuous-time reference state

Show that φ(x) = exp(−w x²/2) satisfies

−φ″/2 + w²x²φ/2 = (w/2) φ.

By (a), φ′ = −w x φ. The product rule gives φ″ = (−w + w²x²) φ, and the quadratic terms cancel. The identity holds for every real w; for w > 0, φ is normalisable and, having no node, is the ground state. In the code, `h` gives the first derivative, `hd` inserts it as a function, and the product rule in the same rewrite gives the second.

```lean
/-- The Gaussian `exp(-w x²/2)` solves the stationary Schrödinger equation of the oscillator
with energy `w/2`. -/
theorem exactState_schrodinger (w x : ℝ) :
    -(1 / 2) * deriv (deriv (exactState w)) x + w ^ 2 * x ^ 2 / 2 * exactState w x
      = w / 2 * exactState w x := by
  have h : ∀ y, HasDerivAt (exactState w) (-w * (y * exactState w y)) y := fun y =>
    (gaussian_hasDerivAt (w / 2) y).congr_deriv (by simp only [exactState]; ring)
  have hd : deriv (exactState w) = fun y => -w * (y * exactState w y) :=
    funext fun y => (h y).deriv
  rw [hd, (((hasDerivAt_id' x).fun_mul (h x)).const_mul (-w)).deriv]
  ring
```

## (c) Moments from total derivatives

For b > 0, show that

∫ x exp(−b x²) dx = 0,

∫ x² exp(−b x²) dx = (1/(2b)) ∫ exp(−b x²) dx.

Integrating (a) over the line gives zero on the left, hence the first equation. For the second, integrate

d/dx [x exp(−b x²)] = exp(−b x²) − 2b x² exp(−b x²),

whose left side again contributes zero. The integrability facts `i0`, `i1` and `i2` justify dropping the boundary terms and splitting the integral.

```lean
/-- For `b > 0` the weight `exp(-b x²)` has vanishing first moment, and its second moment is
its total weight divided by `2b`. -/
theorem gaussian_moments {b : ℝ} (hb : 0 < b) :
    (∫ x : ℝ, x * Real.exp (-b * x ^ 2)) = 0 ∧
    (∫ x : ℝ, x ^ 2 * Real.exp (-b * x ^ 2)) = (∫ x : ℝ, Real.exp (-b * x ^ 2)) / (2 * b) := by
  have i0 := integrable_exp_neg_mul_sq hb
  have i1 := integrable_mul_exp_neg_mul_sq hb
  have i2 : Integrable (fun x : ℝ => x ^ 2 * Real.exp (-b * x ^ 2)) := by
    have h := integrable_rpow_mul_exp_neg_mul_sq hb (s := 2) (by norm_num)
    simpa only [Real.rpow_two] using h
  constructor
  · -- the integrand is a total derivative
    have h1 : (∫ x : ℝ, -(2 * b) * (x * Real.exp (-b * x ^ 2))) = 0 :=
      integral_eq_zero_of_hasDerivAt_of_integrable (gaussian_hasDerivAt b) (i1.const_mul _) i0
    rw [integral_const_mul] at h1
    exact (mul_eq_zero.mp h1).resolve_left (by intro h; linarith)
  · -- integrate the derivative of `x exp(-b x²)`
    have h2 : (∫ x : ℝ, (Real.exp (-b * x ^ 2)
        - 2 * b * (x ^ 2 * Real.exp (-b * x ^ 2)))) = 0 :=
      integral_eq_zero_of_hasDerivAt_of_integrable
        (fun x => ((hasDerivAt_id' x).fun_mul (gaussian_hasDerivAt b x)).congr_deriv (by ring))
        (i0.sub (i2.const_mul _)) i1
    rw [integral_sub i0 (i2.const_mul _), integral_const_mul] at h2
    rw [eq_div_iff (by positivity)]
    linarith
```

## (d) Variance of a Gaussian wave function

For a > 0, now arbitrary, show that ψ(x) = exp(−a x²) has

Var(x) = 1/(4a).

The weight is ψ² = exp(−2a x²), so (c) applies with b = 2a. The mean is zero, and the second moment divided by the total weight is 1/(2·2a). The code squares the exponential in `hsq` and uses `hpos` to cancel the positive total weight.

```lean
/-- For `a > 0` the wave function `exp(-a x²)` has position variance `1/(4a)`. -/
theorem gaussian_variance {a : ℝ} (ha : 0 < a) :
    positionVariance (fun x => Real.exp (-a * x ^ 2)) = 1 / (4 * a) := by
  have hsq : ∀ x : ℝ, Real.exp (-a * x ^ 2) ^ 2 = Real.exp (-(2 * a) * x ^ 2) := by
    intro x
    rw [← Real.exp_nat_mul]
    congr 1
    push_cast
    ring
  obtain ⟨m1, m2⟩ := gaussian_moments (b := 2 * a) (by positivity)
  have hpos : 0 < ∫ x : ℝ, Real.exp (-(2 * a) * x ^ 2) := by
    rw [integral_gaussian]
    positivity
  have hm : positionMean (fun x => Real.exp (-a * x ^ 2)) = 0 := by
    simp only [positionMean, hsq, m1, zero_div]
  rw [positionVariance, hm]
  simp only [hsq, sub_zero, m2]
  rw [div_right_comm, div_self hpos.ne']
  ring
```

## (e) The eigenfunction of one time step

Write K(x,y) for the kernel and return to a = (w/2)√(1 + t²w²/4). Show that

∫ K(x,y) exp(−a y²) dy = √(2πt) exp(−tE) exp(−a x²), E = arsinh(tw/2)/t.

Put A = 1/(2t) + tw²/4, B = A + a and c = 1/(2tB). The exponent of the integrand is

−B y² + xy/t − A x² = −B(y − cx)² − (A − Bc²) x².

Since a² = w²/4 + t²w⁴/16,

B(A − a) = A² − a² = 1/(4t²).

Hence Bc² = 1/(4t²B) = A − a, and the remaining factor is exp(−a x²). Shifting y leaves the integral √(π/B). With u = tw/2,

2tB = 1 + 2u² + 2u√(1 + u²) = (u + √(1 + u²))² = exp(2 arsinh u),

so √(π/B) = √(2πt) exp(−tE).

In the code, `key` and `h2` fix the exponent, `hpt` completes the square, `hshift` moves the origin, and `hq` identifies the prefactor.

```lean
/-- For `t, w > 0` the Gaussian `exp(-a x²)` is an eigenfunction of the short-time kernel, with
eigenvalue `√(2πt) exp(-tE)` and `E = arsinh(tw/2)/t`. -/
theorem trotterKernel_eigenfunction {t w : ℝ} (ht : 0 < t) (hw : 0 < w) (x : ℝ) :
    (∫ y, trotterKernel t w x y * trotterState t w y)
      = Real.sqrt (2 * π * t) * Real.exp (-(t * trotterEnergy t w)) * trotterState t w x := by
  have hu : t⁻¹ * t = 1 := inv_mul_cancel₀ ht.ne'
  have hs := Real.sq_sqrt (show (0 : ℝ) ≤ 1 + t ^ 2 * w ^ 2 / 4 by positivity)
  have ha : 0 < trotterExponent t w := by unfold trotterExponent; positivity
  have ha2 : trotterExponent t w ^ 2 = w ^ 2 / 4 + t ^ 2 * w ^ 4 / 16 := by
    unfold trotterExponent
    linear_combination (w ^ 2 / 4) * hs
  obtain ⟨B, hB⟩ : ∃ B, B = 1 / (2 * t) + t * w ^ 2 / 4 + trotterExponent t w := ⟨_, rfl⟩
  have hB0 : 0 < B := by rw [hB]; positivity
  have key : B * (1 / (2 * t) + t * w ^ 2 / 4 - trotterExponent t w) = 1 / (4 * t ^ 2) := by
    rw [hB]
    linear_combination (w ^ 2 / 4) * hu - ha2
  obtain ⟨c, hc⟩ : ∃ c, c = 1 / (2 * t * B) := ⟨_, rfl⟩
  have h1 : B * c = 1 / (2 * t) := by rw [hc]; field_simp
  have h2 : B * c ^ 2 = 1 / (2 * t) + t * w ^ 2 / 4 - trotterExponent t w :=
    mul_left_cancel₀ hB0.ne' (by linear_combination (B * c + 1 / (2 * t)) * h1 - key)
  -- complete the square in `y`
  have hpt : ∀ y, trotterKernel t w x y * trotterState t w y
      = trotterState t w x * Real.exp (-B * (y - c * x) ^ 2) := by
    intro y
    rw [trotterKernel, trotterState, trotterState, ← Real.exp_add, ← Real.exp_add]
    congr 1
    linear_combination (-2 * x * y) * h1 + x ^ 2 * h2 + y ^ 2 * hB
  have hshift : (∫ y : ℝ, Real.exp (-B * (y - c * x) ^ 2)) = ∫ y : ℝ, Real.exp (-B * y ^ 2) :=
    integral_sub_right_eq_self (fun y : ℝ => Real.exp (-B * y ^ 2)) (c * x)
  -- identify the Gaussian prefactor with the exponential of the energy
  have hE : t * trotterEnergy t w = Real.arsinh (t * w / 2) := by
    unfold trotterEnergy
    field_simp
  have hq : Real.exp (Real.arsinh (t * w / 2)) ^ 2 = 2 * t * B := by
    have harg : 1 + (t * w / 2) ^ 2 = 1 + t ^ 2 * w ^ 2 / 4 := by ring
    rw [Real.exp_arsinh, harg, hB, trotterExponent]
    linear_combination hs - hu
  have hp : π / B = 2 * π * t * Real.exp (-Real.arsinh (t * w / 2)) ^ 2 := by
    rw [Real.exp_neg, inv_pow, hq]
    field_simp
  simp_rw [hpt]
  rw [integral_const_mul, hshift, integral_gaussian, hE, hp,
    Real.sqrt_mul (by positivity), Real.sqrt_sq (Real.exp_pos _).le]
  ring
```

Restoring the omitted factor 1/√(2πt) leaves the eigenvalue exp(−tE). Because kernel and eigenfunction are positive, this is the dominant state, by a Perron–Frobenius argument that the code leaves out. In a closed path whose number of steps grows without bound at fixed t, which is the zero-temperature limit, the position at the end of a step is therefore distributed as the square of this state, up to normalisation.

## (f) The energy is too low

Show that

E < w/2.

Let v = arsinh(tw/2) > 0. Then v < sinh v = tw/2, and division by t finishes the proof. The code takes the same two steps.

```lean
/-- For `t, w > 0` the energy `arsinh(tw/2)/t` lies below the exact zero-point energy `w/2`. -/
theorem trotterEnergy_lt {t w : ℝ} (ht : 0 < t) (hw : 0 < w) : trotterEnergy t w < w / 2 := by
  have h : Real.arsinh (t * w / 2) < Real.sinh (Real.arsinh (t * w / 2)) :=
    Real.self_lt_sinh_iff.mpr (Real.arsinh_pos_iff.mpr (by positivity))
  rw [Real.sinh_arsinh] at h
  rw [trotterEnergy, div_lt_iff₀ ht]
  linarith
```

## (g) The size of the missing spread

Let D be the variance of `exactState w` minus that of `trotterState t w`. Show that these variances are 1/(2w) and 1/(4a), that D > 0, and that

wt²/16 − 3w³t⁴/256 ≤ D ≤ wt²/16.

Part (d) gives both variances. With s = √(1 + t²w²/4) > 1, we have a = ws/2 and

D = (1 − 1/s)/(2w) > 0.

Let r = 1 − 1/s and z = s² − 1 = t²w²/4. The bounds follow from

z/2 − r = (s − 1)²(s + 2)/(2s) ≥ 0,

r − (z/2 − 3z²/8) = (s − 1)³(3s² + 9s + 8)/(8s) ≥ 0,

after division by 2w. These are `hup` and `hlo` in the code; `hdiff` is the formula for D. At fixed w, D/t² tends to w/16 as t → 0, so the error is of order t² exactly.

For a single harmonic mode at zero temperature, a path-integral average built from this kernel, with x taken at the ends of the steps, of an NMR shielding quadratic in x therefore gives a zero-point correction too small in magnitude at any finite step. Other factorisations of the step can behave differently.

```lean
/-- For `t, w > 0` the time-step Gaussian has position variance `1/(4a)`, below the exact
`1/(2w)`; the deficit is `wt²/16` up to an error of at most `3w³t⁴/256`. -/
theorem zero_point_spread_underestimated {t w : ℝ} (ht : 0 < t) (hw : 0 < w) :
    positionVariance (trotterState t w) = 1 / (4 * trotterExponent t w) ∧
    positionVariance (exactState w) = 1 / (2 * w) ∧
    positionVariance (trotterState t w) < positionVariance (exactState w) ∧
    w * t ^ 2 / 16 - 3 * w ^ 3 * t ^ 4 / 256
      ≤ positionVariance (exactState w) - positionVariance (trotterState t w) ∧
    positionVariance (exactState w) - positionVariance (trotterState t w) ≤ w * t ^ 2 / 16 := by
  have ha : 0 < trotterExponent t w := by unfold trotterExponent; positivity
  have hv1 : positionVariance (trotterState t w) = 1 / (4 * trotterExponent t w) :=
    gaussian_variance ha
  have hv2 : positionVariance (exactState w) = 1 / (2 * w) := by
    have h : positionVariance (exactState w) = 1 / (4 * (w / 2)) :=
      gaussian_variance (half_pos hw)
    rw [h]
    ring
  obtain ⟨s, hs⟩ : ∃ s, s = Real.sqrt (1 + t ^ 2 * w ^ 2 / 4) := ⟨_, rfl⟩
  have hz : s ^ 2 = 1 + t ^ 2 * w ^ 2 / 4 := by rw [hs]; exact Real.sq_sqrt (by positivity)
  have hs0 : 0 ≤ s := by rw [hs]; exact Real.sqrt_nonneg _
  have htw : 0 < t ^ 2 * w ^ 2 := by positivity
  have hs1 : 1 < s := by nlinarith
  have hsp : 0 < s := by linarith
  -- the relative deficit is `1 - 1/s`
  have hdiff : positionVariance (exactState w) - positionVariance (trotterState t w)
      = (1 - 1 / s) / (2 * w) := by
    rw [hv1, hv2, trotterExponent, ← hs]
    ring
  have hr : 0 < 1 - 1 / s := by
    have h : 1 / s < 1 := by rw [div_lt_one hsp]; exact hs1
    linarith
  have hup : 1 - 1 / s ≤ (s ^ 2 - 1) / 2 := by
    have h : (s ^ 2 - 1) / 2 - (1 - 1 / s) = (s - 1) ^ 2 * (s + 2) / (2 * s) := by
      field_simp
      ring
    have h' : 0 ≤ (s - 1) ^ 2 * (s + 2) / (2 * s) := by positivity
    linarith
  have hlo : (s ^ 2 - 1) / 2 - 3 * (s ^ 2 - 1) ^ 2 / 8 ≤ 1 - 1 / s := by
    have h : (1 - 1 / s) - ((s ^ 2 - 1) / 2 - 3 * (s ^ 2 - 1) ^ 2 / 8)
        = (s - 1) ^ 3 * (3 * s ^ 2 + 9 * s + 8) / (8 * s) := by
      field_simp
      ring
    have hsub : 0 < s - 1 := by linarith
    have h' : 0 ≤ (s - 1) ^ 3 * (3 * s ^ 2 + 9 * s + 8) / (8 * s) := by positivity
    linarith
  have hw2 : 0 < 2 * w := by positivity
  refine ⟨hv1, hv2, ?_, ?_, ?_⟩
  · have h := div_pos hr hw2
    linarith
  · rw [hdiff, le_div_iff₀ hw2]
    rw [hz] at hlo
    linarith
  · rw [hdiff, div_le_iff₀ hw2]
    rw [hz] at hup
    linarith

end

end PathIntegralZeroPoint
```

```lean
#print axioms PathIntegralZeroPoint.exactState_schrodinger
-- 'PathIntegralZeroPoint.exactState_schrodinger' depends on axioms: [propext, Classical.choice, Quot.sound]
#print axioms PathIntegralZeroPoint.trotterKernel_eigenfunction
-- 'PathIntegralZeroPoint.trotterKernel_eigenfunction' depends on axioms: [propext, Classical.choice, Quot.sound]
#print axioms PathIntegralZeroPoint.trotterEnergy_lt
-- 'PathIntegralZeroPoint.trotterEnergy_lt' depends on axioms: [propext, Classical.choice, Quot.sound]
#print axioms PathIntegralZeroPoint.zero_point_spread_underestimated
-- 'PathIntegralZeroPoint.zero_point_spread_underestimated' depends on axioms: [propext, Classical.choice, Quot.sound]
```
